# Reversing the sign of all three form factors of a three-plane-wave Hamiltonian preserves its energies exactly when their cyclic product has zero real part

Two Hamiltonians count here as having the same band energies when their characteristic polynomials are equal. For Hermitian matrices this compares the full lists of eigenvalues with their multiplicities, without having to sort them or match bands.

The model is a pseudopotential Hamiltonian at one wavevector, truncated to three plane waves numbered 0, 1 and 2. Its diagonal entries are real energies $T_0,T_1,T_2$, and its off-diagonal entries are complex form factors $H_{01}=u$, $H_{12}=v$ and $H_{20}=w$:

$$
H(u,v,w)=\begin{pmatrix}T_0&u&\bar w\\ \bar u&T_1&v\\ w&\bar v&T_2\end{pmatrix}.
$$

For a local potential, a form factor in this sense is the full Fourier component of the crystal potential, structure factor included, at the difference of two reciprocal-lattice vectors. The three differences in $u$, $v$ and $w$ add up to zero, so the couplings form a closed triad.

## The two secular polynomials differ by a constant

Let $p_+(E)$ be the characteristic polynomial of $H(u,v,w)$ and $p_-(E)$ that of $H(-u,-v,-w)$, with the same diagonal. Then

$$
p_+(E)-p_-(E)=-4\,\mathrm{Re}(uvw)
$$

for every $E$. The energies are therefore unchanged by the reversal if and only if $\mathrm{Re}(uvw)=0$.

## Sign ambiguity in a fit to band energies

A program that fits form factors to band energies alone sees the potential only through eigenvalues. In the three-wave model, if $\mathrm{Re}(uvw)=0$, then $(u,v,w)$ and $(-u,-v,-w)$ give the same value of any such objective function, and the fit cannot choose between them. The condition doesn't contain $T$. With a local potential and the same three waves, a change of wavevector alters only the diagonal, so further wavevectors don't remove the ambiguity.

The identity also gives a test for a small diagonalisation routine. For each sign, form the product $\prod_k(E-E_k)$ from the three energies $E_k$ that the routine returns. At any value of $E$, taken the same for both signs, the product for $(u,v,w)$ minus the product for $(-u,-v,-w)$ should be $-4\,\mathrm{Re}(uvw)$ up to rounding.

## Expanding the determinant around the triad

The secular determinant is

$$
p_+(E)=\det\begin{pmatrix}E-T_0&-u&-\bar w\\ -\bar u&E-T_1&-v\\ -w&-\bar v&E-T_2\end{pmatrix}.
$$

Of its six terms, the diagonal product is $(E-T_0)(E-T_1)(E-T_2)$. Three terms exchange two waves and leave the third alone; they contribute $-(E-T_0)|v|^2$, $-(E-T_1)|w|^2$ and $-(E-T_2)|u|^2$. The last two go around the triad in opposite directions:

$$
(-u)(-v)(-w)+(-\bar w)(-\bar u)(-\bar v)=-(uvw+\overline{uvw})=-2\,\mathrm{Re}(uvw).
$$

Altogether,

$$
\begin{aligned}
p_+(E)={}&(E-T_0)(E-T_1)(E-T_2)-(E-T_0)|v|^2\\
&-(E-T_1)|w|^2-(E-T_2)|u|^2-2\,\mathrm{Re}(uvw).
\end{aligned}
$$

Reversing the form factors leaves the squared moduli alone and turns $uvw$ into $-uvw$. Hence $p_-(E)$ has $+2\,\mathrm{Re}(uvw)$ as its last term, and subtraction gives the constant $-4\,\mathrm{Re}(uvw)$. It vanishes exactly when $\mathrm{Re}(uvw)=0$.

Three consequences follow.

- If both Hamiltonians have an energy $E$ in common, then $p_+(E)=p_-(E)=0$. The constant difference is zero, and the polynomials coincide. The two spectra are therefore either identical or disjoint.
- If $u,v,w$ are real, then $\mathrm{Re}(uvw)=uvw$, which vanishes exactly when at least one form factor does.
- For $u=v=1$ and $w=i$, the product is $i$. All three couplings are nonzero, and the sign is still invisible.

## Sign flips on one class of plane waves

A different argument works for any finite number of waves. Suppose that they fall into two classes and that the potential matrix $V$ couples only waves of different classes. Write $D$ for the real diagonal matrix of the energies $T_i$. Set $s_i=1$ on one class and $s_i=-1$ on the other, and let $S$ be the diagonal matrix with entries $s_i$, so that $S^2=1$. Then

$$
[S(D+V)S]_{ij}=s_is_j(D+V)_{ij}.
$$

On the diagonal, $s_i^2=1$ and $V_{ii}=0$, which leaves $T_i$. Between different waves of the same class, $V_{ij}=0$ and the entry is zero. Between classes, $s_is_j=-1$ reverses $V_{ij}$. Hence $S(D+V)S=D-V$, and since $S$ is its own inverse, the two matrices are similar and have the same characteristic polynomial.

## Lean source

```lean
import Mathlib

open Matrix Polynomial ComplexConjugate

namespace PseudopotentialSign

noncomputable section

/-- The Hamiltonian of three plane waves with real diagonal energies `T` and form factors `H01 = u`,
`H12 = v`, `H20 = w`, with waves numbered from zero. -/
def planeWaveH (T : Fin 3 → ℝ) (u v w : ℂ) : Matrix (Fin 3) (Fin 3) ℂ :=
  !![(T 0 : ℂ), u, conj w;
     conj u, (T 1 : ℂ), v;
     w, conj v, (T 2 : ℂ)]

/-- The three-plane-wave Hamiltonian is Hermitian. -/
theorem planeWaveH_isHermitian (T : Fin 3 → ℝ) (u v w : ℂ) :
    (planeWaveH T u v w).IsHermitian :=
  Matrix.IsHermitian.ext fun i j => by
    fin_cases i <;> fin_cases j <;> simp [planeWaveH]

/-- The secular determinant depends on the form factors only through their
squared moduli and the real part of the triad product `u v w`. -/
theorem secular_determinant (T : Fin 3 → ℝ) (u v w E : ℂ) :
    (Matrix.scalar (Fin 3) E - planeWaveH T u v w).det =
      (E - T 0) * (E - T 1) * (E - T 2)
        - (E - T 0) * (Complex.normSq v : ℂ)
        - (E - T 1) * (Complex.normSq w : ℂ)
        - (E - T 2) * (Complex.normSq u : ℂ)
        - 2 * ((u * v * w).re : ℂ) := by
  have hM : Matrix.scalar (Fin 3) E - planeWaveH T u v w =
      !![E - T 0, -u, -conj w; -conj u, E - T 1, -v; -w, -conj v, E - T 2] := by
    ext i j
    fin_cases i <;> fin_cases j <;> simp [planeWaveH, Matrix.scalar_apply]
  have hdet : ∀ a b c d e f g h i : ℂ, (!![a, b, c; d, e, f; g, h, i]).det =
      a * e * i - a * f * h - b * d * i + b * f * g + c * d * h - c * e * g := by
    intros
    simp [Matrix.det_fin_three]
  -- the two orientations of the closed triad add up to twice a real part
  have htriad : u * v * w + conj u * conj v * conj w = 2 * ((u * v * w).re : ℂ) := by
    simpa only [map_mul, Complex.ofReal_mul, Complex.ofReal_ofNat] using
      Complex.add_conj (u * v * w)
  rw [hM, hdet]
  linear_combination -(E - T 0) * Complex.mul_conj v - (E - T 1) * Complex.mul_conj w
    - (E - T 2) * Complex.mul_conj u - htriad

/-- Reversing the sign of all three form factors shifts the characteristic
polynomial by a constant, fixed by the real part of the triad product. -/
theorem charpoly_sub_charpoly_neg (T : Fin 3 → ℝ) (u v w : ℂ) :
    (planeWaveH T u v w).charpoly - (planeWaveH T (-u) (-v) (-w)).charpoly =
      C (-4 * ((u * v * w).re : ℂ)) := by
  apply Polynomial.funext
  intro E
  have hneg : -u * -v * -w = -(u * v * w) := by ring
  rw [eval_sub, eval_C, Matrix.eval_charpoly, Matrix.eval_charpoly,
    secular_determinant, secular_determinant, hneg]
  simp only [Complex.normSq_neg, Complex.neg_re, Complex.ofReal_neg]
  ring

/-- Reversing the sign of all three form factors preserves the characteristic
polynomial if and only if the triad product `u v w` has zero real part. -/
theorem charpoly_neg_eq_iff (T : Fin 3 → ℝ) (u v w : ℂ) :
    (planeWaveH T u v w).charpoly = (planeWaveH T (-u) (-v) (-w)).charpoly ↔
      (u * v * w).re = 0 := by
  have key := charpoly_sub_charpoly_neg T u v w
  constructor
  · intro h
    rw [h, sub_self] at key
    have h0 := Polynomial.C_eq_zero.mp key.symm
    have h1 : ((u * v * w).re : ℂ) = 0 := by linear_combination (-1 / 4) * h0
    exact Complex.ofReal_eq_zero.mp h1
  · intro h
    rw [h] at key
    apply sub_eq_zero.mp
    rw [key]
    simp

/-- If the Hamiltonians with form factors of opposite overall sign have one
energy `E` in common, then their characteristic polynomials coincide. -/
theorem charpoly_eq_of_common_energy (T : Fin 3 → ℝ) (u v w E : ℂ)
    (x y : Fin 3 → ℂ) (hx : x ≠ 0) (hy : y ≠ 0)
    (hEx : planeWaveH T u v w *ᵥ x = E • x)
    (hEy : planeWaveH T (-u) (-v) (-w) *ᵥ y = E • y) :
    (planeWaveH T u v w).charpoly = (planeWaveH T (-u) (-v) (-w)).charpoly := by
  -- an eigenvector makes the secular determinant vanish
  have aux : ∀ (M : Matrix (Fin 3) (Fin 3) ℂ) (z : Fin 3 → ℂ), z ≠ 0 →
      M *ᵥ z = E • z → M.charpoly.eval E = 0 := by
    intro M z hz hM
    rw [Matrix.eval_charpoly]
    refine Matrix.exists_mulVec_eq_zero_iff.mp ⟨z, hz, ?_⟩
    rw [Matrix.sub_mulVec, hM]
    ext i
    simp [Matrix.scalar_apply]
  -- so the constant by which the two polynomials differ is zero
  have key := charpoly_sub_charpoly_neg T u v w
  have hE := congrArg (Polynomial.eval E) key
  rw [eval_sub, eval_C, aux _ x hx hEx, aux _ y hy hEy, sub_zero] at hE
  rw [← hE, C_0] at key
  exact sub_eq_zero.mp key

/-- For real form factors, reversing their common sign preserves the
characteristic polynomial if and only if at least one of them vanishes. -/
theorem charpoly_neg_eq_iff_of_real (T : Fin 3 → ℝ) (a b c : ℝ) :
    (planeWaveH T a b c).charpoly = (planeWaveH T (-a) (-b) (-c)).charpoly ↔
      a = 0 ∨ b = 0 ∨ c = 0 := by
  rw [charpoly_neg_eq_iff, ← Complex.ofReal_mul, ← Complex.ofReal_mul,
    Complex.ofReal_re, mul_eq_zero, mul_eq_zero, or_assoc]

/-- With form factors `1`, `1` and `i`, all nonzero, reversing their common
sign preserves the characteristic polynomial. -/
theorem charpoly_neg_eq_quadrature (T : Fin 3 → ℝ) :
    (planeWaveH T 1 1 Complex.I).charpoly =
      (planeWaveH T (-1) (-1) (-Complex.I)).charpoly :=
  (charpoly_neg_eq_iff T 1 1 Complex.I).mpr (by simp)

/-- For any finite number of plane waves, if they fall into two classes and the
potential `V` couples only waves of different classes, then reversing the sign
of `V` preserves the characteristic polynomial. -/
theorem charpoly_neg_eq_of_two_classes {n : Type*} [Fintype n] [DecidableEq n]
    (T : n → ℝ) (V : Matrix n n ℂ) (c : n → Bool)
    (hV : ∀ i j, c i = c j → V i j = 0) :
    (Matrix.diagonal (fun i => (T i : ℂ)) + V).charpoly =
      (Matrix.diagonal (fun i => (T i : ℂ)) - V).charpoly := by
  -- flip the sign of the plane waves in one class
  obtain ⟨s, hs, hss⟩ : ∃ s : n → ℂ, (∀ i, s i * s i = 1) ∧
      ∀ i j, c i ≠ c j → s i * s j = -1 := by
    refine ⟨fun i => if c i then 1 else -1, ?_, ?_⟩
    · intro i
      cases hi : c i <;> simp [hi]
    · intro i j h
      cases hi : c i <;> cases hj : c j <;> simp_all
  have hD : Matrix.diagonal s * Matrix.diagonal s = 1 := by
    rw [Matrix.diagonal_mul_diagonal]
    simp [hs]
  have hconj : Matrix.diagonal s *
      ((Matrix.diagonal (fun i => (T i : ℂ)) + V) * Matrix.diagonal s) =
      Matrix.diagonal (fun i => (T i : ℂ)) - V := by
    ext i j
    rw [Matrix.diagonal_mul, Matrix.mul_diagonal]
    by_cases hij : i = j
    · subst hij
      simp only [Matrix.add_apply, Matrix.sub_apply, Matrix.diagonal_apply_eq, hV i i rfl]
      linear_combination (T i : ℂ) * hs i
    · simp only [Matrix.add_apply, Matrix.sub_apply, Matrix.diagonal_apply_ne _ hij]
      by_cases hc : c i = c j
      · rw [hV i j hc]
        ring
      · linear_combination V i j * hss i j hc
  rw [← hconj, Matrix.charpoly_mul_comm, mul_assoc, hD, mul_one]

end

end PseudopotentialSign
```

```lean
#print axioms PseudopotentialSign.charpoly_neg_eq_iff
#print axioms PseudopotentialSign.charpoly_neg_eq_iff_of_real
#print axioms PseudopotentialSign.charpoly_neg_eq_quadrature
#print axioms PseudopotentialSign.charpoly_neg_eq_of_two_classes
```

```
'PseudopotentialSign.charpoly_neg_eq_iff' depends on axioms: [propext, Classical.choice, Quot.sound]
'PseudopotentialSign.charpoly_neg_eq_iff_of_real' depends on axioms: [propext, Classical.choice, Quot.sound]
'PseudopotentialSign.charpoly_neg_eq_quadrature' depends on axioms: [propext, Classical.choice, Quot.sound]
'PseudopotentialSign.charpoly_neg_eq_of_two_classes' depends on axioms: [propext, Classical.choice, Quot.sound]
```

## From the matrix entries to the Lean theorems

`planeWaveH T u v w` is the matrix displayed at the start. `T : Fin 3 → ℝ` makes the diagonal real, and `conj` fills in the remaining entries; `planeWaveH_isHermitian` checks the result entry by entry.

`secular_determinant` is the expansion above for every complex `E`. In its proof, `hM` writes out $E-H$, `hdet` supplies the six-term determinant formula, and `htriad` adds the two directions around the triad. `linear_combination` then replaces products such as $v\bar v$ by squared moduli, which Lean writes as `Complex.normSq`.

`charpoly_sub_charpoly_neg` is the subtraction. `Polynomial.funext` reduces equality of polynomials to equality at every `E`, where the determinant formula applies to both signs. In `charpoly_neg_eq_iff`, equal polynomials force the constant polynomial `C (-4 * ((u * v * w).re : ℂ))` to be zero, and hence the real part too; the converse substitutes zero into the same identity.

`charpoly_eq_of_common_energy` expresses a shared energy by two eigenvectors, `x` and `y`, which may differ. The hypotheses `hx` and `hy` exclude the zero vector, which satisfies the eigenvalue equation for every `E`. The auxiliary statement `aux` turns an eigenvector into a root of the characteristic polynomial, and evaluation at `E` shows that the constant difference is zero. `charpoly_neg_eq_iff_of_real` and `charpoly_neg_eq_quadrature` specialise the main equivalence to real form factors and to the example with $i$.

In `charpoly_neg_eq_of_two_classes`, `c : n → Bool` assigns the classes, and `hV` says that $V_{ij}=0$ whenever $i$ and $j$ are in the same class, including $i=j$. `V` need not be Hermitian. The signs `s` form $S$, `hD` is $S^2=1$, and `hconj` is $S(D+V)S=D-V$, proved by the same three cases as above. The last line uses `Matrix.charpoly_mul_comm` to move one factor $S$ next to the other, where they cancel.

## Fixed diagonal, three waves and longer loops

The equivalence holds for all real $T$ and all complex $u,v,w$, including degenerate diagonals and vanishing couplings. It concerns one truncated, non-interacting Hamiltonian with given matrix entries. How well three waves represent a crystal is a separate question.

Only the off-diagonal entries change sign. The average potential, if present, is part of $T$ and stays fixed; reversing it as well would be a different operation.

A nonzero $\mathrm{Re}(uvw)$ distinguishes these two signs for a known $T$ and known form factors up to their common sign. It doesn't show that energies determine the form factors individually. Nor do the theorems bound the separation of the two sets of energies, so a small real part may be lost in rounding or in the uncertainty of the data.

For any finite number of waves, the two-class condition is sufficient for the sign to be hidden. It isn't necessary in general: the three-wave example with $i$ couples all three pairs, which no division into two classes allows. From five waves on, triads also cease to be the only loops that matter for the comparison of signs. Five waves in a ring, with zero diagonal and unit couplings between neighbours, contain no triad, yet their energies $2\cos(2\pi k/5)$, $k=0,\dots,4$, include $2$ and not $-2$, so reversing the couplings changes the spectrum.
